# Cancellation of the paramagnetic and diamagnetic energies of a 1s electron in a constant vector potential

A computed magnetic property can be checked by moving the gauge origin and running the calculation again: the result should not change. For the 1s state of a one-electron atom, the second-order energies behind this check can be evaluated in closed form. In a uniform magnetic field, moving the origin away from the nucleus adds a constant vector potential of magnitude \(a\), which in atomic units produces a diamagnetic shift \(a^2/2\) and a paramagnetic energy \(-a^2/2\). If the first-order response is multiplied by a real factor \(c\) and the second-order energy is evaluated with the Hylleraas functional, an energy \(\tfrac{a^2}{2}(1-c)^2\) is left over.

## From the displaced origin to a radial equation

Take atomic units, a nucleus of charge \(Z>0\) at \(r=0\), and a uniform field \(\mathbf B\) with vector potential \(\tfrac12\mathbf B\times\mathbf r\). Moving the gauge origin from the nucleus to \(\mathbf d\) adds the constant \(-\tfrac12\mathbf B\times\mathbf d\). Let \(a\) be its magnitude, with the factors of the speed of light absorbed, and let the \(z\) axis point along it. The kinetic energy \(\tfrac12(\mathbf p+\mathbf A)^2\) then gains the terms \(a\,p_z\) and \(a^2/2\). The original potential does not interfere at second order: its linear term is proportional to \(\mathbf B\cdot\mathbf L\), which annihilates an s state, and its cross term with the constant averages to zero.

The normalised ground state is \(\psi_0=N\varphi\), with \(\varphi(r)=e^{-Zr}\), \(N^2=Z^3/\pi\) and energy \(E_0=-Z^2/2\). Since \(p_z=-i\,\partial_z\),
\[
p_z\psi_0=iN\cos\theta\,s(r),\qquad s=-\varphi'=Z\varphi .
\]
The first-order equation \((H_0-E_0)\psi_1=-a\,p_z\psi_0\) is solved by \(\psi_1=-iaN\cos\theta\,f(r)\), provided that \(Lf=s\), where
\[
Lf=-\tfrac12\Big(f''+\tfrac{2f'}{r}-\tfrac{2f}{r^2}\Big)-\tfrac{Z}{r}f+\tfrac{Z^2}{2}f .
\]

Try \(f=r\varphi\). Then \(f'=(1-Zr)\varphi\) and \(f''=(Z^2r-2Z)\varphi\), so the bracket is
\[
\Big(Z^2r-2Z+\tfrac2r-2Z-\tfrac2r\Big)\varphi=(Z^2r-4Z)\varphi .
\]
Hence
\[
Lf=\Big(-\tfrac{Z^2r}{2}+2Z-Z+\tfrac{Z^2r}{2}\Big)\varphi=Z\varphi=s .
\]
For hydrogen, \(Z=1\) and the right-hand side is \(e^{-r}\).

## The two energies and an incomplete response

The average of \(\cos^2\theta\) over the sphere is \(\tfrac12\int_{-1}^1 x^2\,dx=\tfrac13\), and \(4\pi N^2=4Z^3\). The paramagnetic energy is therefore
\[
\langle\psi_0|a\,p_z|\psi_1\rangle=-\frac{a^2}{3}\,4Z^3\int_0^\infty s f\,r^2\,dr .
\]
With \(\int_0^\infty r^n e^{-br}dr=n!/b^{n+1}\) for \(b>0\),
\[
4Z^3\int_0^\infty s f\,r^2\,dr=4Z^4\,\frac{3!}{(2Z)^4}=\frac32,
\qquad
4Z^3\int_0^\infty\varphi^2r^2\,dr=4Z^3\,\frac{2!}{(2Z)^3}=1 .
\]
The first value gives the paramagnetic energy \(-a^2/2\). The second confirms the normalisation and gives the diamagnetic shift \(a^2/2\). Their sum is zero.

Now replace \(f\) by \(cf\), with \(c\) real, in the Hylleraas functional
\(\langle\psi_1|H_0-E_0|\psi_1\rangle+2\,\mathrm{Re}\langle\psi_1|a\,p_z|\psi_0\rangle\). Because \(L(cf)=cs\), its value is
\[
\frac{a^2}{3}(c^2-2c)\,\frac32=\frac{a^2}{2}(c^2-2c),
\]
and adding \(a^2/2\) gives \(\tfrac{a^2}{2}(1-c)^2\). For \(a\neq0\) this vanishes only at \(c=1\).

## Orbital, source and radial operator in Lean

The formal development starts after the angular reduction. Its objects are real functions of a real variable \(r\).

```lean
import Mathlib

open MeasureTheory Set

noncomputable section

namespace HydrogenGaugeOrigin
```

The orbital is the unnormalised \(\varphi\); the factor \(4Z^3\) enters later, in the energies.

```lean
/-- The unnormalised 1s orbital `exp(-Z r)` of a one-electron atom with nuclear charge `Z`. -/
def orbital (Z r : ℝ) : ℝ := Real.exp (-Z * r)
```

The source is defined through an actual derivative, so \(s=Z\varphi\) has to be proved.

```lean
/-- The radial part of the source that the momentum operator makes from the 1s orbital:
minus its radial derivative. -/
def momentumSource (Z r : ℝ) : ℝ := -deriv (orbital Z) r

/-- The radial first-order response `r exp(-Z r)`. -/
def response (Z r : ℝ) : ℝ := r * orbital Z r
```

The operator \(L\) also contains true first and second derivatives of its argument. The value \(E_0=-Z^2/2\) is written into it as the known ground-state energy and is not derived.

```lean
/-- The operator `H₀ - E₀` in the `l = 1` channel, with `E₀ = -Z²/2`, in atomic units;
its domain is `r > 0`. -/
def radialOp (Z : ℝ) (f : ℝ → ℝ) (r : ℝ) : ℝ :=
  -(deriv (deriv f) r + 2 * deriv f r / r - 2 * f r / r ^ 2) / 2 - Z * f r / r + Z ^ 2 / 2 * f r
```

## Energies as radial integrals

The angular average is an integral over \(\cos\theta\). In this definition the integration variable `c` stands for \(\cos\theta\), not for the scale factor of the response.

```lean
/-- The average of `cos² θ` over the unit sphere, as an integral over `cos θ`. -/
def cosSqAverage : ℝ := (∫ c in (-1 : ℝ)..1, c ^ 2) / 2
```

In the energies, `Ioi (0 : ℝ)` is the half-line \(r>0\), and `r ^ 2` is the radial volume factor. The paramagnetic energy accepts any radial function `f`; it has its physical meaning when `f` solves the first-order equation, stays finite at the nucleus and decays at large \(r\), as \(r e^{-Zr}\) does.

```lean
/-- The paramagnetic second-order energy of a constant vector potential of magnitude `a`,
computed from the radial response `f`. -/
def paramagneticEnergy (Z a : ℝ) (f : ℝ → ℝ) : ℝ :=
  -(a ^ 2 * cosSqAverage * (4 * Z ^ 3 * ∫ r in Ioi (0 : ℝ), momentumSource Z r * f r * r ^ 2))

/-- The diamagnetic shift: the expectation value of `a²/2` in the normalised 1s state. -/
def diamagneticShift (Z a : ℝ) : ℝ :=
  a ^ 2 / 2 * (4 * Z ^ 3 * ∫ r in Ioi (0 : ℝ), orbital Z r ^ 2 * r ^ 2)
```

The last definition is the functional for a trial function, with the quadratic term and the source term under one integral.

```lean
/-- The Hylleraas second-order functional of a trial radial response `f`. -/
def hylleraas (Z a : ℝ) (f : ℝ → ℝ) : ℝ :=
  a ^ 2 * cosSqAverage * (4 * Z ^ 3 *
    ∫ r in Ioi (0 : ℝ), (f r * radialOp Z f r - 2 * f r * momentumSource Z r) * r ^ 2)
```

These definitions encode a nonrelativistic, spinless electron in the field of a fixed point nucleus. The passage from the three-dimensional problem to \(L\), \(s\) and the prefactors is the one made by hand above.

## Checking the radial equation

The first lemma is \(\varphi'=-Z\varphi\), obtained from the chain rule. The second turns the source into \(Z\varphi\), and the third combines two exponentials into \(e^{-2Zr}\).

```lean
lemma hasDerivAt_orbital (Z r : ℝ) : HasDerivAt (orbital Z) (-Z * orbital Z r) r := by
  have h : HasDerivAt (fun x : ℝ => -Z * x) (-Z * 1) r := (hasDerivAt_id' r).const_mul (-Z)
  exact h.exp.congr_deriv (by unfold orbital; ring)

lemma momentumSource_eq (Z r : ℝ) : momentumSource Z r = Z * orbital Z r := by
  unfold momentumSource
  rw [(hasDerivAt_orbital Z r).deriv]
  ring

lemma orbital_mul_self (Z r : ℝ) : orbital Z r * orbital Z r = Real.exp (-(2 * Z * r)) := by
  unfold orbital
  rw [← Real.exp_add]
  congr 1
  ring
```

The angular average comes from the integral of a power.

```lean
/-- The average of `cos² θ` over the sphere is one third. -/
theorem cosSqAverage_eq : cosSqAverage = 1 / 3 := by
  unfold cosSqAverage
  rw [integral_pow]
  norm_num
```

The radial equation is proved for \(c\,r\varphi\) with any real \(c\), so that one calculation serves both the exact and the scaled response. In the proof, `h1` is \(f'=(1-Zr)\varphi\), multiplied by \(c\). It is stated as an equality of functions because it will be differentiated again. The second derivative, `h2`, is needed only at the given \(r\). After substitution, `field_simp` clears the denominators, which uses \(r\neq0\), and `ring` performs the cancellation shown above.

```lean
/-- For `r > 0`, the function `c r exp(-Z r)` solves the `l = 1` radial equation with `c` times
the momentum source on the right-hand side. -/
theorem radialOp_scaled_response (Z c : ℝ) {r : ℝ} (hr : 0 < r) :
    radialOp Z (fun x => c * response Z x) r = c * momentumSource Z r := by
  -- first derivative, as a function
  have h1 : deriv (fun x => c * response Z x) = fun x => c * ((1 - Z * x) * orbital Z x) := by
    funext x
    have h : HasDerivAt (fun y => c * (y * orbital Z y))
        (c * (1 * orbital Z x + x * (-Z * orbital Z x))) x :=
      ((hasDerivAt_id' x).fun_mul (hasDerivAt_orbital Z x)).const_mul c
    exact (h.congr_deriv (by ring)).deriv
  -- second derivative at `r`
  have h2 : deriv (fun x => c * ((1 - Z * x) * orbital Z x)) r
      = c * ((Z ^ 2 * r - 2 * Z) * orbital Z r) := by
    have h := ((((hasDerivAt_id' r).const_mul Z).const_sub 1).fun_mul
      (hasDerivAt_orbital Z r)).const_mul c
    exact (h.congr_deriv (by ring)).deriv
  have hr0 : r ≠ 0 := hr.ne'
  unfold radialOp
  rw [h1, h2, momentumSource_eq]
  unfold response
  field_simp
  ring
```

## Moments and the two energies

Mathlib's Gamma integral has real exponents. The next theorem specialises it to natural powers and replaces \(\Gamma(n+1)\) by \(n!\).

```lean
/-- The radial moments of an exponential density: the integral of `r^n exp(-b r)` over `r > 0`
is `n! / b^(n+1)`. -/
theorem radial_moment (n : ℕ) {b : ℝ} (hb : 0 < b) :
    ∫ r in Ioi (0 : ℝ), r ^ n * Real.exp (-(b * r)) = (n.factorial : ℝ) / b ^ (n + 1) := by
  have h := Real.integral_rpow_mul_exp_neg_mul_Ioi (a := (n : ℝ) + 1) (r := b)
    (by positivity) hb
  rw [add_sub_cancel_right, Real.Gamma_nat_eq_factorial] at h
  simp only [Real.rpow_natCast] at h
  have e := Real.rpow_natCast (1 / b) (n + 1)
  rw [Nat.cast_add, Nat.cast_one] at e
  rw [h, e, one_div, inv_pow, div_eq_mul_inv, mul_comm]
```

The overlap \(3/2\) is the moment with \(n=3\) and \(b=2Z\), and the norm is the one with \(n=2\). Both need \(Z>0\), which makes the orbital decay.

```lean
/-- The overlap of the momentum source with the response, taken with the normalisation factor
`4 Z³` of the 1s density, is `3/2`. -/
theorem source_response_overlap {Z : ℝ} (hZ : 0 < Z) :
    4 * Z ^ 3 * ∫ r in Ioi (0 : ℝ), momentumSource Z r * response Z r * r ^ 2 = 3 / 2 := by
  have h : ∫ r in Ioi (0 : ℝ), momentumSource Z r * response Z r * r ^ 2
      = Z * ∫ r in Ioi (0 : ℝ), r ^ 3 * Real.exp (-(2 * Z * r)) := by
    rw [← integral_const_mul]
    refine setIntegral_congr_fun measurableSet_Ioi fun r _ => ?_
    simp only [momentumSource_eq, response]
    linear_combination (Z * r ^ 3) * orbital_mul_self Z r
  have h6 : ((Nat.factorial 3 : ℕ) : ℝ) = 6 := by norm_num [Nat.factorial]
  rw [h, radial_moment 3 (by positivity), h6, ← mul_div_assoc, ← mul_div_assoc,
    div_eq_iff (by positivity)]
  ring

/-- The diamagnetic shift of the 1s state is `a²/2` for every nuclear charge `Z > 0`. -/
theorem diamagneticShift_eq {Z : ℝ} (hZ : 0 < Z) (a : ℝ) :
    diamagneticShift Z a = a ^ 2 / 2 := by
  have h : ∫ r in Ioi (0 : ℝ), orbital Z r ^ 2 * r ^ 2
      = ∫ r in Ioi (0 : ℝ), r ^ 2 * Real.exp (-(2 * Z * r)) := by
    refine setIntegral_congr_fun measurableSet_Ioi fun r _ => ?_
    show orbital Z r ^ 2 * r ^ 2 = r ^ 2 * Real.exp (-(2 * Z * r))
    linear_combination (r ^ 2) * orbital_mul_self Z r
  have h2 : ((Nat.factorial 2 : ℕ) : ℝ) = 2 := by norm_num [Nat.factorial]
  -- the 1s density is normalised
  have hn : 4 * Z ^ 3 * ∫ r in Ioi (0 : ℝ), orbital Z r ^ 2 * r ^ 2 = 1 := by
    rw [h, radial_moment 2 (by positivity), h2, ← mul_div_assoc, div_eq_iff (by positivity)]
    ring
  unfold diamagneticShift
  rw [hn, mul_one]
```

Multiplying the overlap by \(-a^2/3\) gives the paramagnetic energy.

```lean
/-- The paramagnetic energy computed from the response `r exp(-Z r)` is `-a²/2`. -/
theorem paramagneticEnergy_eq {Z : ℝ} (hZ : 0 < Z) (a : ℝ) :
    paramagneticEnergy Z a (response Z) = -a ^ 2 / 2 := by
  unfold paramagneticEnergy
  rw [source_response_overlap hZ, cosSqAverage_eq]
  ring
```

## Cancellation, and what a scaled response leaves behind

The main theorem has two parts, for every \(Z>0\) and every real \(a\). The function \(r e^{-Zr}\) satisfies \(Lf=s\) at each \(r>0\), and the paramagnetic energy computed from it cancels the diamagnetic shift. The first part is the scaled equation at \(c=1\); the second adds the two values already found.

```lean
/-- The function `r exp(-Z r)` solves the first-order radial equation for `r > 0`, and its
paramagnetic energy cancels the diamagnetic shift of a displaced gauge origin. -/
theorem gauge_origin_cancellation {Z : ℝ} (hZ : 0 < Z) (a : ℝ) :
    (∀ r, 0 < r → radialOp Z (response Z) r = momentumSource Z r) ∧
      paramagneticEnergy Z a (response Z) + diamagneticShift Z a = 0 := by
  constructor
  · intro r hr
    have h := radialOp_scaled_response Z 1 hr
    simp only [one_mul] at h
    exact h
  · rw [paramagneticEnergy_eq hZ, diamagneticShift_eq hZ]
    ring
```

The theorem for a scaled response turns on `setIntegral_congr_fun`. This Mathlib lemma says that two integrals over a measurable set are equal if the integrands agree at every point of that set. Within the proof of agreement, the point `r` comes with a hypothesis `hr` that it lies in the set, here that \(r>0\). That is the hypothesis of `radialOp_scaled_response`, so \(L(cf)\) can be replaced by \(cs\) under the integral sign. The quadratic term becomes \(c^2\) times the overlap of source and response, and no integral containing second derivatives has to be evaluated. The final `linear_combination` inserts the value \(3/2\).

```lean
/-- If the response is scaled by a factor `c`, the Hylleraas functional and the diamagnetic
shift add up to `(a²/2) (1 - c)²`. -/
theorem incomplete_response_error {Z : ℝ} (hZ : 0 < Z) (a c : ℝ) :
    hylleraas Z a (fun r => c * response Z r) + diamagneticShift Z a
      = a ^ 2 / 2 * (1 - c) ^ 2 := by
  -- the radial equation turns the quadratic term into an overlap with the source
  have h : ∫ r in Ioi (0 : ℝ), (c * response Z r * radialOp Z (fun x => c * response Z x) r
        - 2 * (c * response Z r) * momentumSource Z r) * r ^ 2
      = (c ^ 2 - 2 * c) * ∫ r in Ioi (0 : ℝ), momentumSource Z r * response Z r * r ^ 2 := by
    rw [← integral_const_mul]
    refine setIntegral_congr_fun measurableSet_Ioi fun r hr => ?_
    simp only [radialOp_scaled_response Z c (mem_Ioi.mp hr)]
    ring
  unfold hylleraas
  rw [h, diamagneticShift_eq hZ, cosSqAverage_eq]
  linear_combination (a ^ 2 / 3 * (c ^ 2 - 2 * c)) * source_response_overlap hZ

end HydrogenGaugeOrigin
```

At \(c=0\) there is no response, and the whole diamagnetic shift \(a^2/2\) remains. This is the situation in a basis that contains only field-independent s functions centred on the nucleus, since the source has \(l=1\). At \(c=0.9\) the remainder obtained with the Hylleraas functional is one per cent of the diamagnetic shift; the expression \(\langle\psi_0|a\,p_z|\psi_1\rangle\), which is linear in the response, would leave ten per cent.

For electronic-structure work, the formula shows in a one-electron, one-parameter model how an incomplete first-order response turns into a dependence on the gauge origin. The theorem evaluates the Hylleraas functional only on multiples of the exact response; it does not establish a minimum over all trial functions, and the error in a general finite basis need not have this form.

```lean
#print axioms HydrogenGaugeOrigin.gauge_origin_cancellation
#print axioms HydrogenGaugeOrigin.incomplete_response_error
```

```
'HydrogenGaugeOrigin.gauge_origin_cancellation' depends on axioms: [propext, Classical.choice, Quot.sound]
'HydrogenGaugeOrigin.incomplete_response_error' depends on axioms: [propext, Classical.choice, Quot.sound]
```
